# Unsharp measurements of $\sigma_x$ and $\sigma_z$ with sharpness $\eta$ and $\mu$ are jointly measurable exactly when $\eta^2+\mu^2\le 1$

## Two noisy readouts of one spin

A spin one-half is to be measured once, by a device that returns two signs: $a=\pm1$ as a noisy value of $\sigma_x$, and $b=\pm1$ as a noisy value of $\sigma_z$. How much noise must the two readings contain for such a device to be possible?

The Pauli matrices, in the basis where $\sigma_z$ is diagonal, are

$$\sigma_x=\begin{pmatrix}0&1\\1&0\end{pmatrix},\qquad \sigma_z=\begin{pmatrix}1&0\\0&-1\end{pmatrix}.$$

The outcomes of the two noisy measurements are represented by the matrices

$$E_a=\tfrac12(1+a\eta\,\sigma_x),\qquad F_b=\tfrac12(1+b\mu\,\sigma_z),$$

and a state with density matrix $\rho$ gives outcome $a$ with probability $\mathrm{tr}(\rho E_a)$. The real number $\eta$ is the sharpness. For $0\le\eta\le1$ it describes an ideal $\sigma_x$ measurement whose result is reported with the wrong sign with probability $(1-\eta)/2$. The same holds for $\mu$ and $\sigma_z$.

The two measurements are jointly measurable if there are four positive semidefinite matrices $G_{ab}$ with

$$\sum_b G_{ab}=E_a,\qquad \sum_a G_{ab}=F_b .$$

These conditions also imply $\sum_{ab}G_{ab}=1$.

## The disc of compatible sharpnesses

For all real $\eta$ and $\mu$, such $G_{ab}$ exist if and only if

$$\eta^2+\mu^2\le1 .$$

Two special cases follow. For equal sharpness $\mu=\eta\ge0$ the condition is $\eta\le1/\sqrt2$. If the $\sigma_x$ measurement is sharp, $\eta=1$, it is compatible only with $\mu=0$, where the $\sigma_z$ reading is a fair coin.

## Sampling both signs from one state

The bound matters to a code that simulates simultaneous noisy readout of two orthogonal components of a single spin one-half with symmetric errors. Such a code can draw the pair $(a,b)$ from

$$p(a,b)=\tfrac14\left(1+a\eta\,s_x+b\mu\,s_z\right),\qquad s_x=\mathrm{tr}(\rho\sigma_x),\quad s_z=\mathrm{tr}(\rho\sigma_z).$$

Inside the disc these numbers are non-negative for every state. Outside it, some state gives a negative value: the minimum is $(1-r)/4$ with $r=\sqrt{\eta^2+\mu^2}$, which is about $-0.104$ at $\eta=\mu=1$. Choosing other matrices $G_{ab}$ does not help, since none with the required marginals exist there.

For $|\eta|\le1$ and $|\mu|\le1$, drawing $a$ and $b$ independently from their separate distributions gives valid probabilities for every state, but it describes two separately prepared spins. The product of the two distributions is in general quadratic in $\rho$, whereas the statistics of a single measurement are linear in $\rho$.

## Derivation from traces and a planar inequality

**Cauchy–Schwarz in the plane.** For real $x,z,u,w$,

$$(xu+zw)^2+(xw-zu)^2=(x^2+z^2)(u^2+w^2).$$

If the vectors $(x,z)$ and $(u,w)$ have lengths at most $r$ and $t$, then $xu+zw\le rt$.

**A bound for one positive matrix.** Let $G$ be positive semidefinite with entries $g_{ij}$, $i,j=0,1$. Its quadratic form on the real vector $(p,1)$ is

$$g_{00}\,p^2+(g_{01}+g_{10})\,p+g_{11}\ge0\quad\text{for all real }p .$$

The discriminant is therefore not positive: $(g_{01}+g_{10})^2\le4g_{00}g_{11}$. Now $\mathrm{tr}(G\sigma_x)=g_{01}+g_{10}$, $\mathrm{tr}(G\sigma_z)=g_{00}-g_{11}$ and $\mathrm{tr}\,G=g_{00}+g_{11}$. Since $4g_{00}g_{11}=(g_{00}+g_{11})^2-(g_{00}-g_{11})^2$,

$$(\mathrm{tr}\,G\sigma_x)^2+(\mathrm{tr}\,G\sigma_z)^2\le(\mathrm{tr}\,G)^2 .$$

**The disc is necessary.** Suppose the four $G_{ab}$ exist. The vector $(a\eta,b\mu)$ has length $r$, and $\mathrm{tr}\,G_{ab}\ge0$ because $G_{ab}$ is positive semidefinite, so the two inequalities above give

$$a\eta\,\mathrm{tr}(G_{ab}\sigma_x)+b\mu\,\mathrm{tr}(G_{ab}\sigma_z)\le r\,\mathrm{tr}\,G_{ab}.$$

Sum over $a$ and $b$. Because $\sigma_x$ is traceless and $\sigma_x^2=1$, the marginal satisfies $\mathrm{tr}(E_a\sigma_x)=a\eta$, and the first term sums to $\sum_a a\eta\cdot a\eta=2\eta^2$. The second sums to $2\mu^2$ in the same way. On the right, $\mathrm{tr}\,E_a=1$ gives $2r$. Hence $2r^2\le2r$, so $r\le1$.

**The disc is sufficient.** Take

$$G_{ab}=\tfrac14(1+a\eta\,\sigma_x+b\mu\,\sigma_z).$$

In the sum over $b$ the $\sigma_z$ terms cancel and the rest doubles, which gives $E_a$. The sum over $a$ gives $F_b$.

For positivity, set $x=a\eta$ and $z=b\mu$, so that $x^2+z^2\le1$. For a vector with components $v_0=p+ip'$ and $v_1=q+iq'$, the quadratic form of $1+x\sigma_x+z\sigma_z$ is

$$(1+z)|v_0|^2+2x\,\mathrm{Re}(\bar v_0v_1)+(1-z)|v_1|^2 .$$

Since $\mathrm{Re}(\bar v_0v_1)=pq+p'q'$, this splits into one expression in $(p,q)$ and the same expression in $(p',q')$. The first is

$$(1+z)p^2+2xpq+(1-z)q^2=p^2+q^2+x(2pq)+z(p^2-q^2).$$

The vector $(2pq,\,p^2-q^2)$ has length $p^2+q^2$, so by Cauchy–Schwarz the last two terms are at least $-(p^2+q^2)$. Both parts are non-negative.

**The special cases.** With $\mu=\eta\ge0$ the condition reads $2\eta^2\le1$, or $\eta\le1/\sqrt2$. With $\eta=1$ it reads $\mu^2\le0$, or $\mu=0$.

## The Lean source

```lean
import Mathlib

open Matrix
open scoped ComplexOrder

namespace JointMeasurability

noncomputable section

/-- The Pauli matrix `σx`. -/
def σx : Matrix (Fin 2) (Fin 2) ℂ := !![0, 1; 1, 0]

/-- The Pauli matrix `σz`. -/
def σz : Matrix (Fin 2) (Fin 2) ℂ := !![1, 0; 0, -1]

/-- The measured value `+1` or `-1` attached to an outcome. -/
def sgn : Bool → ℝ
  | true => 1
  | false => -1

/-- The matrix `(1 + a η P) / 2` for outcome `a` of a measurement of `P` with sharpness `η`. -/
def unsharp (η : ℝ) (P : Matrix (Fin 2) (Fin 2) ℂ) (a : Bool) : Matrix (Fin 2) (Fin 2) ℂ :=
  (1 / 2 : ℂ) • (1 + ((sgn a * η : ℝ) : ℂ) • P)

/-- Two families of two-outcome effects are jointly measurable if they are the marginals of
four positive semidefinite matrices `G a b`. -/
def JointlyMeasurable (E F : Bool → Matrix (Fin 2) (Fin 2) ℂ) : Prop :=
  ∃ G : Bool → Bool → Matrix (Fin 2) (Fin 2) ℂ,
    (∀ a b, (G a b).PosSemidef) ∧ (∀ a, ∑ b, G a b = E a) ∧ (∀ b, ∑ a, G a b = F b)

/-- The candidate joint effect `(1 + a η σx + b μ σz) / 4`. -/
def jointEffect (η μ : ℝ) (a b : Bool) : Matrix (Fin 2) (Fin 2) ℂ :=
  (1 / 4 : ℂ) • (1 + ((sgn a * η : ℝ) : ℂ) • σx + ((sgn b * μ : ℝ) : ℂ) • σz)

/-- Each measured value squares to one. -/
theorem sgn_sq (a : Bool) : sgn a ^ 2 = 1 := by
  cases a <;> simp [sgn]

/-- Cauchy–Schwarz in the plane: vectors of length at most `r ≥ 0` and `t ≥ 0` have scalar
product at most `r t`. -/
theorem plane_cauchy {x z u w r t : ℝ} (hr : 0 ≤ r) (ht : 0 ≤ t)
    (h1 : x ^ 2 + z ^ 2 ≤ r ^ 2) (h2 : u ^ 2 + w ^ 2 ≤ t ^ 2) :
    x * u + z * w ≤ r * t := by
  have hm := mul_le_mul h1 h2 (by positivity) (by positivity)
  by_contra h
  have h' := pow_lt_pow_left₀ (not_le.mp h) (mul_nonneg hr ht) two_ne_zero
  nlinarith [sq_nonneg (x * w - z * u)]

/-- For a positive semidefinite `G`, the components `tr (G σx)` and `tr (G σz)` form a vector
no longer than `tr G`. -/
theorem bloch_bound {G : Matrix (Fin 2) (Fin 2) ℂ} (hG : G.PosSemidef) :
    (G * σx).trace.re ^ 2 + (G * σz).trace.re ^ 2 ≤ G.trace.re ^ 2 := by
  -- the quadratic form on the real vectors (p, 1) is nonnegative for every p
  have q : ∀ p : ℝ, 0 ≤ (G 0 0).re * (p * p) + ((G 0 1).re + (G 1 0).re) * p
      + (G 1 1).re := by
    intro p
    have h := (Complex.nonneg_iff.mp (hG.dotProduct_mulVec_nonneg ![(p : ℂ), 1])).1
    simp [Matrix.mulVec, dotProduct, Fin.sum_univ_two] at h
    linarith
  have d := discrim_le_zero q
  unfold discrim at d
  have hx : (G * σx).trace.re = (G 0 1).re + (G 1 0).re := by
    simp [σx, Matrix.trace_fin_two, Matrix.mul_apply, Fin.sum_univ_two]
  have hz : (G * σz).trace.re = (G 0 0).re + -(G 1 1).re := by
    simp [σz, Matrix.trace_fin_two, Matrix.mul_apply, Fin.sum_univ_two]
  have ht : G.trace.re = (G 0 0).re + (G 1 1).re := by
    simp [Matrix.trace_fin_two]
  rw [hx, hz, ht]
  linarith

/-- The matrix `1 + x σx + z σz` is positive semidefinite when `x² + z² ≤ 1`. -/
theorem bloch_posSemidef {x z : ℝ} (h : x ^ 2 + z ^ 2 ≤ 1) :
    (1 + (x : ℂ) • σx + (z : ℂ) • σz).PosSemidef := by
  have hM : 1 + (x : ℂ) • σx + (z : ℂ) • σz = !![1 + (z : ℂ), (x : ℂ); (x : ℂ), 1 + -(z : ℂ)] := by
    ext i j
    fin_cases i <;> fin_cases j <;> simp [σx, σz]
  have hq : ∀ p q : ℝ, 0 ≤ (1 + z) * p ^ 2 + 2 * x * p * q + (1 - z) * q ^ 2 := by
    intro p q
    have hc := plane_cauchy (x := x) (z := z) (u := -(2 * p * q)) (w := q ^ 2 - p ^ 2)
      (r := 1) (t := p ^ 2 + q ^ 2) zero_le_one (by positivity) (by linarith)
      (le_of_eq (by ring))
    linarith
  rw [hM]
  refine Matrix.PosSemidef.of_dotProduct_mulVec_nonneg ?_ fun v => ?_
  · refine Matrix.IsHermitian.ext fun i j => ?_
    fin_cases i <;> fin_cases j <;> simp
  · -- real and imaginary parts of the vector v contribute separately
    have h1 := hq (v 0).re (v 1).re
    have h2 := hq (v 0).im (v 1).im
    rw [Complex.nonneg_iff]
    constructor
    · simp [Matrix.mulVec, dotProduct, Fin.sum_univ_two]
      linarith
    · simp [Matrix.mulVec, dotProduct, Fin.sum_univ_two]
      ring

/-- For a traceless `P` with `P² = 1`, the unsharp effect of outcome `a` has trace one, and its
trace against `P` is `a η`. -/
theorem unsharp_trace {P : Matrix (Fin 2) (Fin 2) ℂ} (hsq : P * P = 1) (htr : P.trace = 0)
    (η : ℝ) (a : Bool) :
    (unsharp η P a).trace = 1 ∧ (unsharp η P a * P).trace = ((sgn a * η : ℝ) : ℂ) := by
  constructor
  · simp only [unsharp, Matrix.trace_smul, Matrix.trace_add, htr, Matrix.trace_one,
      Fintype.card_fin, smul_eq_mul]
    push_cast
    ring
  · simp only [unsharp, smul_mul_assoc, add_mul, one_mul, hsq, Matrix.trace_smul,
      Matrix.trace_add, htr, Matrix.trace_one, Fintype.card_fin, smul_eq_mul]
    push_cast
    ring

/-- Unsharp measurements of `σx` and `σz` with sharpness `η` and `μ` are jointly measurable
if and only if `η² + μ² ≤ 1`. -/
theorem jointlyMeasurable_iff (η μ : ℝ) :
    JointlyMeasurable (unsharp η σx) (unsharp μ σz) ↔ η ^ 2 + μ ^ 2 ≤ 1 := by
  constructor
  · rintro ⟨G, hG, hE, hF⟩
    have tx := unsharp_trace (P := σx) (by simp [σx, Matrix.one_fin_two])
      (by simp [σx, Matrix.trace_fin_two]) η
    have tz := unsharp_trace (P := σz) (by simp [σz, Matrix.one_fin_two])
      (by simp [σz, Matrix.trace_fin_two]) μ
    -- traces of the marginal conditions
    have hX : ∀ a, (G a true * σx).trace.re + (G a false * σx).trace.re = sgn a * η := by
      intro a
      have h := congrArg (fun M => (M * σx).trace.re) (hE a)
      simpa only [Fintype.sum_bool, add_mul, Matrix.trace_add, Complex.add_re, (tx a).2,
        Complex.ofReal_re] using h
    have hZ : ∀ b, (G true b * σz).trace.re + (G false b * σz).trace.re = sgn b * μ := by
      intro b
      have h := congrArg (fun M => (M * σz).trace.re) (hF b)
      simpa only [Fintype.sum_bool, add_mul, Matrix.trace_add, Complex.add_re, (tz b).2,
        Complex.ofReal_re] using h
    have hT : ∀ a, (G a true).trace.re + (G a false).trace.re = 1 := by
      intro a
      have h := congrArg (fun M => M.trace.re) (hE a)
      simpa only [Fintype.sum_bool, Matrix.trace_add, Complex.add_re, (tx a).1,
        Complex.one_re] using h
    have hr := Real.sqrt_nonneg (η ^ 2 + μ ^ 2)
    have hr2 : √(η ^ 2 + μ ^ 2) ^ 2 = η ^ 2 + μ ^ 2 := Real.sq_sqrt (by positivity)
    set r := √(η ^ 2 + μ ^ 2)
    -- the Bloch bound for each of the four joint outcomes
    have k : ∀ a b, sgn a * η * (G a b * σx).trace.re + sgn b * μ * (G a b * σz).trace.re
        ≤ r * (G a b).trace.re := fun a b =>
      plane_cauchy hr (Complex.nonneg_iff.mp (hG a b).trace_nonneg).1
        (le_of_eq (by rw [hr2, mul_pow, mul_pow, sgn_sq a, sgn_sq b, one_mul, one_mul]))
        (bloch_bound (hG a b))
    have k1 := k true true
    have k2 := k true false
    have k3 := k false true
    have k4 := k false false
    have x1 := hX true
    have x2 := hX false
    have z1 := hZ true
    have z2 := hZ false
    simp only [sgn] at k1 k2 k3 k4 x1 x2 z1 z2
    have key : 2 * (η ^ 2 + μ ^ 2) ≤ 2 * r := by
      linear_combination k1 + k2 + k3 + k4 - η * x1 + η * x2 - μ * z1 + μ * z2
        + r * hT true + r * hT false
    nlinarith
  · intro h
    refine ⟨jointEffect η μ, fun a b => ?_, fun a => ?_, fun b => ?_⟩
    · have hab : (sgn a * η) ^ 2 + (sgn b * μ) ^ 2 ≤ 1 := by
        rw [mul_pow, mul_pow, sgn_sq a, sgn_sq b]
        linarith
      exact (bloch_posSemidef hab).smul (Complex.nonneg_iff.mpr (by norm_num))
    · simp only [Fintype.sum_bool, jointEffect, unsharp, sgn]
      push_cast
      module
    · simp only [Fintype.sum_bool, jointEffect, unsharp, sgn]
      push_cast
      module

/-- For equal sharpness `η ≥ 0`, unsharp measurements of `σx` and `σz` are jointly measurable
if and only if `η ≤ 1/√2`. -/
theorem jointlyMeasurable_equal_iff {η : ℝ} (hη : 0 ≤ η) :
    JointlyMeasurable (unsharp η σx) (unsharp η σz) ↔ η ≤ 1 / √2 := by
  have e : (η * √2) ^ 2 = η ^ 2 + η ^ 2 := by
    rw [mul_pow, Real.sq_sqrt (by norm_num)]
    ring
  have hp : 0 ≤ η * √2 := by positivity
  rw [jointlyMeasurable_iff, le_div_iff₀ (by positivity), ← e]
  constructor <;> intro h <;> nlinarith

/-- A sharp measurement of `σx` is jointly measurable with an unsharp measurement of `σz` of
sharpness `μ` if and only if `μ = 0`. -/
theorem sharp_jointlyMeasurable_iff (μ : ℝ) :
    JointlyMeasurable (unsharp 1 σx) (unsharp μ σz) ↔ μ = 0 := by
  rw [jointlyMeasurable_iff]
  constructor
  · intro h
    have h0 : μ ^ 2 ≤ 0 := by linarith
    exact (pow_eq_zero_iff two_ne_zero).mp (le_antisymm h0 (sq_nonneg μ))
  · intro h
    simp [h]

end

end JointMeasurability
```

```lean
#print axioms JointMeasurability.jointlyMeasurable_equal_iff
#print axioms JointMeasurability.sharp_jointlyMeasurable_iff
```

```
'JointMeasurability.jointlyMeasurable_equal_iff' depends on axioms: [propext, Classical.choice, Quot.sound]
'JointMeasurability.sharp_jointlyMeasurable_iff' depends on axioms: [propext, Classical.choice, Quot.sound]
```

## How the lemmas build the disc

`plane_cauchy` assumes the opposite inequality, squares it, and obtains a contradiction from the product of the squared lengths and the square $(xw-zu)^2$. `bloch_bound` evaluates the quadratic form on $(p,1)$ and applies Mathlib's `discrim_le_zero`; the remaining `simp` calls express the three traces through matrix entries.

`bloch_posSemidef` writes the matrix out, proves the real two-variable inequality `hq` from `plane_cauchy`, and uses it once for the real parts and once for the imaginary parts of the vector. It also checks that the matrix is Hermitian and that the quadratic form has no imaginary part. `unsharp_trace` computes the two traces of an unsharp effect for any traceless `P` with `P * P = 1`, so it serves both $\sigma_x$ and $\sigma_z$.

In `jointlyMeasurable_iff`, the facts `hX`, `hZ` and `hT` are the traces of the marginal conditions, and `k` is the inequality for each of the four outcome pairs. The `linear_combination` step is the sum over outcomes: it yields $2(\eta^2+\mu^2)\le2r$, and `nlinarith` finishes. In the other direction `jointEffect` supplies the matrices, `bloch_posSemidef` their positivity, and `module` the two marginals. The last two theorems rewrite with this equivalence and solve the remaining real inequality.

## All real sharpnesses, but only two orthogonal axes

`jointlyMeasurable_iff` says that, for any real `η` and `μ`, the families `unsharp η σx` and `unsharp μ σz` satisfy `JointlyMeasurable` if and only if `η ^ 2 + μ ^ 2 ≤ 1`. An outcome is a `Bool`, and `sgn` sends `true` to $+1$ and `false` to $-1$. In `G a b` the first argument is the $\sigma_x$ outcome and the second the $\sigma_z$ outcome. `PosSemidef` includes the requirement that the matrix be Hermitian.

The definition of `JointlyMeasurable` accepts any two families of matrices and does not ask that they be positive. For $|\eta|>1$ each of the two matrices $E_a$ has a negative eigenvalue, so they describe no measurement; the theorem then correctly reports that no $G_{ab}$ exist. A negative sharpness exchanges the two outcome labels.

`jointlyMeasurable_equal_iff` assumes `0 ≤ η`. Some lower bound is needed: $\eta=-1$ satisfies $\eta\le1/\sqrt2$, yet lies outside the disc. `sharp_jointlyMeasurable_iff` is the case $\eta=1$.

The result concerns two axes at right angles and noise that treats both outcomes alike. Other angles, a third component, biased readout and larger spins need their own conditions. The file contains matrices but no states or probabilities, so the step to an instrument is the identification of its calibrated statistics with $\mathrm{tr}(\rho E_a)$ and $\mathrm{tr}(\rho F_b)$ for effects of this form.

The theorems are about real and complex numbers, not floating-point ones. The eigenvalues of the explicit $G_{ab}$ are $(1\pm r)/4$, so on the circle $r=1$ the smaller one is zero and rounding may make it slightly negative. A positivity check in a code needs a tolerance there.
